# Ladder operators of frequency $w>0$ leave no $a^2$ or $b^2$ terms in the normal-ordered quartic oscillator when $w^3=kw+6g$

If I write $H=p^2/2+x^2/2+gx^4$ with the ladder operators of its harmonic part, normal ordering leaves $\tfrac{3g}{2}(a^2+b^2)$ behind. Here $a$ lowers, $b$ raises, and $ab-ba=1$. The vacuum is then coupled directly to the two-quantum state, although I had hoped that it would be coupled only to the four-quantum state.

The claim I have met is that a different frequency $w$ cures this. Put $x=(a+b)/\sqrt{2w}$ and $p=i\sqrt{w/2}\,(b-a)$, and choose $w>0$ with $w^3=w+6g$. Then the $a^2$ and $b^2$ terms are supposed to cancel exactly. Can this be made rigorous and machine-checked, and is that condition on $w$ also necessary?

## Where the pair terms come from and when they cancel

Yes to both; necessity requires an algebra in which $1\neq0$. I allow a general real harmonic coefficient $k$,
$$H=\tfrac12p^2+\tfrac k2x^2+gx^4,$$
so your case is $k=1$, and $k<0$ with $g>0$ is a double well.

Write $P=b^2+a^2$ and $n=ba$. Since $ab=n+1$,
$$(a+b)^2=P+2n+1,\qquad (b-a)^2=P-2n-1.$$

For the fourth power, square the first expression:
$$(a+b)^4=P^2+2(Pn+nP)+4n^2+2P+4n+1.$$
Moving each $a$ to the right with $ab=ba+1$ gives $a^2b=ba^2+2a$, $ab^2=b^2a+2b$ and $a^2b^2=b^2a^2+4ba+2$. Hence
$$\begin{aligned}
P^2&=b^4+a^4+2b^2a^2+4n+2,\\
Pn+nP&=2b^3a+2ba^3+2P,\\
n^2&=b^2a^2+n.
\end{aligned}$$
With $Q=b^4+4b^3a+6b^2a^2+4ba^3+a^4$, the sum is
$$(a+b)^4=Q+6P+12n+3.$$

The definitions of $x$ and $p$ give $x^2=(a+b)^2/(2w)$ and $p^2=-\tfrac w2(b-a)^2$, so the three parts of $H$ are
$$\begin{aligned}
\tfrac12p^2&=-\tfrac w4P+\tfrac w2n+\tfrac w4,\\
\tfrac k2x^2&=\tfrac{k}{4w}(P+2n+1),\\
gx^4&=\tfrac{g}{4w^2}(Q+6P+12n+3).
\end{aligned}$$
The coefficient of $P$ is therefore
$$\kappa=\frac{k}{4w}+\frac{3g}{2w^2}-\frac w4,\qquad 4w^2\kappa=kw+6g-w^3,$$
and the coefficient of $n$ is $\tfrac w2+\tfrac{k}{2w}+\tfrac{3g}{w^2}=w+2\kappa$. So $\kappa=0$ exactly when $w^3=kw+6g$, and then
$$H=\frac w4+\frac{k}{4w}+\frac{3g}{4w^2}+w\,ba+\frac{g}{4w^2}Q.$$

The condition has a physical reading. Divided by $w$, it says $w^2=k+6g/w$. The potential has curvature $k+12gx^2$, and the vacuum of frequency $w$ has $\langle x^2\rangle=1/(2w)$, so $w^2$ equals the curvature averaged over that vacuum.

For necessity, suppose that $zP=c+d\,n$ with complex $z,c,d$. Taking the commutator with $a$ gives $2zb=da$, because $[a,b^2]=2b$ and $[a,ba]=a$. A second commutator with $a$ gives $2z\cdot1=0$, so $z=0$ if $1\neq0$. The pair terms cannot be hidden in the constant and the $ba$ term.

Finally, if $av=0$, every term of $Q$ except $b^4$ annihilates $v$, and
$$Hv=\Big(\frac w4+\frac{k}{4w}+\frac{3g}{4w^2}\Big)v+\frac{g}{4w^2}\,b^4v.$$
In the usual Hilbert space, with $b=a^\dagger$ and $v$ normalised, $b^4v$ has norm $\sqrt{24}$. The amplitude on the normalised four-quantum state is thus $\sqrt6\,g/(2w^2)$.

For a one-mode vibration with this potential and $g>0$, treated in a harmonic basis, the basis frequency can therefore be chosen so that $H$ does not couple the basis ground state to the two-quantum state. Basis states with at least one quantum are still coupled to the state two quanta higher, through the term $4b^3a$ in $Q$. A suitable $w>0$ exists because $w^3-kw-6g$ is negative at $w=0$ and positive for large $w$; this existence argument is not part of the Lean file.

## The Lean file

```lean
import Mathlib

open Polynomial

namespace NormalOrderedQuarticOscillator

noncomputable section

variable {A : Type*} [Ring A] [Algebra ℂ A] {a b : A} {k g w : ℝ}

/-- The position operator `x = (a + b) / √(2w)` built from ladder operators of frequency `w`. -/
def position (w : ℝ) (a b : A) : A := ((1 / √(2 * w) : ℝ) : ℂ) • (a + b)

/-- The momentum operator `p = i √(w/2) (b - a)`. -/
def momentum (w : ℝ) (a b : A) : A := (Complex.I * ((√(w / 2) : ℝ) : ℂ)) • (b - a)

/-- The quartic oscillator `H = p²/2 + k x²/2 + g x⁴`. -/
def hamiltonian (k g w : ℝ) (a b : A) : A :=
  (1 / 2 : ℂ) • momentum w a b ^ 2 + ((k / 2 : ℝ) : ℂ) • position w a b ^ 2
    + (g : ℂ) • position w a b ^ 4

/-- The normal-ordered quartic `b⁴ + 4b³a + 6b²a² + 4ba³ + a⁴`. -/
def normalQuartic (a b : A) : A :=
  b ^ 4 + (4 : ℂ) • (b ^ 3 * a) + (6 : ℂ) • (b ^ 2 * a ^ 2) + (4 : ℂ) • (b * a ^ 3) + a ^ 4

/-- The coefficient `k/(4w) + 3g/(2w²) - w/4` of the pair terms `b² + a²`. -/
def pairCoefficient (k g w : ℝ) : ℝ := k / (4 * w) + 3 * g / (2 * w ^ 2) - w / 4

/-- Position and momentum obey the canonical commutation relation `xp - px = i`. -/
theorem position_momentum_commutator (hab : a * b - b * a = 1) (hw : 0 < w) :
    position w a b * momentum w a b - momentum w a b * position w a b
      = Complex.I • (1 : A) := by
  have hs : √(2 * w) = 2 * √(w / 2) := by
    rw [show 2 * w = 2 ^ 2 * (w / 2) by ring, Real.sqrt_mul (by positivity),
      Real.sqrt_sq (by norm_num)]
  have hpos : √(w / 2) ≠ 0 := (Real.sqrt_pos.mpr (by positivity)).ne'
  have hc : 1 / √(2 * w) * √(w / 2) = 1 / 2 := by
    rw [hs]
    field_simp
  have hcC : ((1 / √(2 * w) : ℝ) : ℂ) * ((√(w / 2) : ℝ) : ℂ) = 1 / 2 := by
    rw [← Complex.ofReal_mul, hc]
    norm_num
  have hcomm : (a + b) * (b - a) - (b - a) * (a + b) = (2 : ℂ) • (1 : A) := by
    rw [← hab]
    simp only [mul_add, add_mul, mul_sub, sub_mul]
    module
  unfold position momentum
  rw [smul_mul_smul_comm, smul_mul_smul_comm, mul_comm (Complex.I * _), ← smul_sub, hcomm,
    smul_smul]
  congr 1
  linear_combination (2 * Complex.I) * hcC

/-- The squared position is `(a + b)² / (2w)`. -/
theorem position_sq (hw : 0 < w) :
    position w a b ^ 2 = ((1 / (2 * w) : ℝ) : ℂ) • (a + b) ^ 2 := by
  unfold position
  rw [_root_.smul_pow, ← Complex.ofReal_pow, div_pow, one_pow, Real.sq_sqrt (by positivity)]

/-- The squared momentum is `-(w/2) (b - a)²`. -/
theorem momentum_sq (hw : 0 < w) :
    momentum w a b ^ 2 = ((-(w / 2) : ℝ) : ℂ) • (b - a) ^ 2 := by
  unfold momentum
  rw [_root_.smul_pow, mul_pow, Complex.I_sq, ← Complex.ofReal_pow,
    Real.sq_sqrt (by positivity)]
  congr 1
  push_cast
  ring

/-- Normal-ordered form of the quartic oscillator for ladder operators of any frequency `w > 0`,
with the pair terms `b² + a²` displayed separately. -/
theorem hamiltonian_normal_form (hab : a * b - b * a = 1) (hw : 0 < w) :
    hamiltonian k g w a b
      = ((w / 4 + k / (4 * w) + 3 * g / (4 * w ^ 2) : ℝ) : ℂ) • (1 : A)
        + ((w + 2 * pairCoefficient k g w : ℝ) : ℂ) • (b * a)
        + (pairCoefficient k g w : ℂ) • (b ^ 2 + a ^ 2)
        + ((g / (4 * w ^ 2) : ℝ) : ℂ) • normalQuartic a b := by
  -- moving an annihilator to the right past a creator costs one contraction
  have h : a * b = b * a + 1 := sub_eq_iff_eq_add'.mp hab
  have h' : ∀ c : A, a * (b * c) = b * (a * c) + c := fun c => by
    rw [← mul_assoc, h, add_mul, one_mul, mul_assoc]
  have h2 : (a + b) ^ 2 = (b ^ 2 + a ^ 2) + (2 : ℂ) • (b * a) + (1 : A) := by
    simp only [pow_succ, pow_zero, one_mul, mul_add, add_mul, h]
    module
  have hm2 : (b - a) ^ 2 = (b ^ 2 + a ^ 2) - (2 : ℂ) • (b * a) - (1 : A) := by
    simp only [pow_succ, pow_zero, one_mul, mul_sub, sub_mul, h]
    module
  have h4 : (a + b) ^ 4 = normalQuartic a b + (6 : ℂ) • (b ^ 2 + a ^ 2)
      + (12 : ℂ) • (b * a) + (3 : ℂ) • (1 : A) := by
    simp only [normalQuartic, pow_succ, pow_zero, one_mul, mul_one, mul_add, add_mul,
      mul_assoc, h, h']
    module
  have x4 : position w a b ^ 4 = ((1 / (2 * w) : ℝ) : ℂ) ^ 2 • (a + b) ^ 4 := by
    rw [show (4 : ℕ) = 2 * 2 from rfl, pow_mul, position_sq hw, _root_.smul_pow, ← pow_mul]
  -- collect the coefficients of each normal-ordered product
  unfold hamiltonian
  rw [momentum_sq hw, position_sq hw, x4, h2, hm2, h4]
  simp only [pairCoefficient]
  push_cast
  module

/-- The pair coefficient vanishes exactly when `w³ = k w + 6 g`. -/
theorem pairCoefficient_eq_zero_iff (hw : 0 < w) :
    pairCoefficient k g w = 0 ↔ w ^ 3 = k * w + 6 * g := by
  have hne : 4 * w ^ 2 ≠ 0 := by positivity
  have e : pairCoefficient k g w * (4 * w ^ 2) = k * w + 6 * g - w ^ 3 := by
    unfold pairCoefficient
    field_simp
    ring
  constructor
  · intro h
    rw [h, zero_mul] at e
    linarith
  · intro h
    have e0 : pairCoefficient k g w * (4 * w ^ 2) = 0 := by rw [e, h, sub_self]
    exact (mul_eq_zero.mp e0).resolve_right hne

/-- If `w³ = k w + 6 g`, the normal-ordered quartic oscillator consists of a constant, the term `w
ba` and `g/(4w²)` times the normal-ordered quartic, with no `a²` or `b²` terms. -/
theorem hamiltonian_without_pair_terms (hab : a * b - b * a = 1) (hw : 0 < w)
    (hgap : w ^ 3 = k * w + 6 * g) :
    hamiltonian k g w a b
      = ((w / 4 + k / (4 * w) + 3 * g / (4 * w ^ 2) : ℝ) : ℂ) • (1 : A)
        + (w : ℂ) • (b * a) + ((g / (4 * w ^ 2) : ℝ) : ℂ) • normalQuartic a b := by
  rw [hamiltonian_normal_form hab hw, (pairCoefficient_eq_zero_iff hw).mpr hgap,
    mul_zero, add_zero, Complex.ofReal_zero, zero_smul, add_zero]

/-- In a nontrivial algebra, a multiple `z (b² + a²)` of the pair terms equals a combination
of `1` and `ba` only if `z = 0`. -/
theorem pair_terms_independent [Nontrivial A] (hab : a * b - b * a = 1) {z c d : ℂ}
    (heq : z • (b ^ 2 + a ^ 2) = c • (1 : A) + d • (b * a)) : z = 0 := by
  have h : a * b = b * a + 1 := sub_eq_iff_eq_add'.mp hab
  have h' : ∀ y : A, a * (b * y) = b * (a * y) + y := fun y => by
    rw [← mul_assoc, h, add_mul, one_mul, mul_assoc]
  have e1 : a * (b ^ 2 + a ^ 2) - (b ^ 2 + a ^ 2) * a = (2 : ℂ) • b := by
    simp only [pow_succ, pow_zero, one_mul, mul_one, mul_add, add_mul, mul_assoc, h, h']
    module
  have e2 : a * (b * a) - b * a * a = a := by
    rw [h', mul_assoc]
    abel
  -- first commutator with `a`
  have s1 : (2 * z) • b = d • a := by
    calc (2 * z) • b = a * (z • (b ^ 2 + a ^ 2)) - (z • (b ^ 2 + a ^ 2)) * a := by
          rw [mul_smul_comm, smul_mul_assoc, ← smul_sub, e1]
          module
      _ = a * (c • (1 : A) + d • (b * a)) - (c • (1 : A) + d • (b * a)) * a := by rw [heq]
      _ = d • (a * (b * a) - b * a * a) := by
          simp only [mul_add, add_mul, mul_smul_comm, smul_mul_assoc, mul_one, one_mul]
          module
      _ = d • a := by rw [e2]
  -- second commutator with `a`
  have s2 : (2 * z) • (1 : A) = 0 := by
    calc (2 * z) • (1 : A) = a * ((2 * z) • b) - ((2 * z) • b) * a := by
          rw [mul_smul_comm, smul_mul_assoc, ← smul_sub, hab]
      _ = 0 := by rw [s1, mul_smul_comm, smul_mul_assoc, sub_self]
  rcases smul_eq_zero.mp s2 with h0 | h0
  · simpa using h0
  · exact absurd h0 one_ne_zero

/-- In a nontrivial algebra, the quartic oscillator is a combination of `1` and `ba` plus `g/(4w²)`
times the normal-ordered quartic if and only if `w³ = k w + 6 g`. -/
theorem no_pair_terms_iff [Nontrivial A] (hab : a * b - b * a = 1) (hw : 0 < w) :
    (∃ c d : ℂ, hamiltonian k g w a b = c • (1 : A) + d • (b * a)
        + ((g / (4 * w ^ 2) : ℝ) : ℂ) • normalQuartic a b)
      ↔ w ^ 3 = k * w + 6 * g := by
  constructor
  · rintro ⟨c, d, hH⟩
    rw [hamiltonian_normal_form hab hw] at hH
    have hz := pair_terms_independent hab (z := (pairCoefficient k g w : ℂ))
      (c := c - ((w / 4 + k / (4 * w) + 3 * g / (4 * w ^ 2) : ℝ) : ℂ))
      (d := d - ((w + 2 * pairCoefficient k g w : ℝ) : ℂ))
      (by linear_combination (norm := module) hH)
    exact (pairCoefficient_eq_zero_iff hw).mp (Complex.ofReal_eq_zero.mp hz)
  · intro hgap
    exact ⟨_, _, hamiltonian_without_pair_terms hab hw hgap⟩

/-- If `w³ = k w + 6 g` and `a` annihilates `v`, then `H v` is a multiple of `v` plus a
multiple of `b⁴ v`. -/
theorem hamiltonian_on_vacuum {V : Type*} [AddCommGroup V] [Module ℂ V]
    {a b : Module.End ℂ V} {v : V} (hab : a * b - b * a = 1) (hw : 0 < w)
    (hgap : w ^ 3 = k * w + 6 * g) (hv : a v = 0) :
    hamiltonian k g w a b v
      = ((w / 4 + k / (4 * w) + 3 * g / (4 * w ^ 2) : ℝ) : ℂ) • v
        + ((g / (4 * w ^ 2) : ℝ) : ℂ) • (b ^ 4) v := by
  have hQ : normalQuartic a b v = (b ^ 4) v := by
    simp [normalQuartic, pow_succ, Module.End.mul_apply, hv]
  rw [hamiltonian_without_pair_terms hab hw hgap]
  simp only [LinearMap.add_apply, LinearMap.smul_apply, Module.End.one_apply,
    Module.End.mul_apply, hQ, hv, map_zero, smul_zero, add_zero]

/-- On complex polynomials, `a = d/dX` and `b = X` satisfy `ab - ba = 1`, and `w = 2` satisfies
`w³ = k w + 6 g` for `k = g = 1`. -/
theorem ladder_and_frequency_witness :
    (derivative : Module.End ℂ ℂ[X]) * LinearMap.mulLeft ℂ (X : ℂ[X])
        - LinearMap.mulLeft ℂ (X : ℂ[X]) * (derivative : Module.End ℂ ℂ[X]) = 1
      ∧ (2 : ℝ) ^ 3 = 1 * 2 + 6 * 1 := by
  constructor
  · refine LinearMap.ext fun f => ?_
    simp [Module.End.mul_apply, derivative_mul]
  · norm_num

end

end NormalOrderedQuarticOscillator
```

```lean
#print axioms NormalOrderedQuarticOscillator.position_momentum_commutator
#print axioms NormalOrderedQuarticOscillator.hamiltonian_normal_form
#print axioms NormalOrderedQuarticOscillator.no_pair_terms_iff
#print axioms NormalOrderedQuarticOscillator.hamiltonian_on_vacuum
```

```
'NormalOrderedQuarticOscillator.position_momentum_commutator' depends on axioms: [propext, Classical.choice, Quot.sound]
'NormalOrderedQuarticOscillator.hamiltonian_normal_form' depends on axioms: [propext, Classical.choice, Quot.sound]
'NormalOrderedQuarticOscillator.no_pair_terms_iff' depends on axioms: [propext, Classical.choice, Quot.sound]
'NormalOrderedQuarticOscillator.hamiltonian_on_vacuum' depends on axioms: [propext, Classical.choice, Quot.sound]
```

## What the theorems say about the oscillator

The type `A` is an arbitrary complex algebra, and `a` and `b` are elements of it. The hypothesis `hab` is the ladder commutation relation. The file does not assume that `b` is the adjoint of `a`, and it needs no inner product. The numbers `k`, `g` and `w` are real, every theorem that involves `w` takes $w>0$, and the symbol `•` multiplies an operator by a complex scalar.

The definitions `position`, `momentum` and `hamiltonian` are the formulas above in units where $\hbar$ and the mass are 1. `position_momentum_commutator` confirms $xp-px=i$. `normalQuartic` is $Q$, written out explicitly, and `pairCoefficient` is $\kappa$.

- `hamiltonian_normal_form` gives the normal-ordered $H$ for every $w>0$, pair terms included.
- `hamiltonian_without_pair_terms` is the claim you asked about, for general $k$. The frequency condition enters as the hypothesis `hgap`.
- `no_pair_terms_iff` says that, in a nontrivial algebra, $H$ has the form $c+d\,ba+\tfrac{g}{4w^2}Q$ for some complex $c,d$ if and only if $w^3=kw+6g$.
- `hamiltonian_on_vacuum` takes `a` and `b` to be linear maps on a complex vector space and gives the formula for $Hv$.

The existence of a suitable $w$ is assumed. For $g=0$ and $k=-1$, for instance, the equation $w^3=-w$ has no positive solution.

`ladder_and_frequency_witness` supplies a concrete case: differentiation and multiplication by $X$ on complex polynomials satisfy the commutation relation, and $w=2$ satisfies the frequency condition for $k=g=1$. The formula then reads $H=\tfrac{13}{16}+2ba+\tfrac1{16}Q$.

Truncated matrices are not covered. On a nonzero finite-dimensional space, $ab-ba$ has trace zero and the identity does not, so `hab` fails. The theorems are also purely algebraic: they say nothing about the spectrum of $H$ or about the domains of unbounded operators.

## How the Lean proof follows the algebra

`position_sq` and `momentum_sq` remove the square roots, using $w>0$. The commutator theorem needs their product instead: it shows $\frac{1}{\sqrt{2w}}\sqrt{w/2}=\frac12$ and combines this with $(a+b)(b-a)-(b-a)(a+b)=2$.

The reordering takes place in `hamiltonian_normal_form`. There `h` is the rule $ab=ba+1$, and `h'` is the same rule with a further factor on the right, $a(bc)=b(ac)+c$. For `h4`, the derivation above squares $P+2n+1$, whereas Lean expands all the products in $(a+b)^4$. `simp only` applies the two rules until every $a$ stands to the right of every $b$, and `module` compares the scalar coefficients. A last call to `module` collects the three parts of $H$.

`pairCoefficient_eq_zero_iff` proves $4w^2\kappa=kw+6g-w^3$ and uses $4w^2\neq0$. The main theorem then substitutes $\kappa=0$ into the general form, which removes the pair terms and reduces $w+2\kappa$ to $w$.

`pair_terms_independent` is the double-commutator argument. Its steps `e1` and `e2` are $[a,P]=2b$ and $[a,ba]=a$, `s1` is $2zb=da$, and `s2` is $2z\cdot1=0$. In `no_pair_terms_iff`, the assumed form of $H$ is compared with the general one. The quartic parts cancel, and what remains is an equation of the type $zP=c+d\,n$ with $z=\kappa$, so the lemma gives $\kappa=0$.

For the vacuum formula, `hQ` shows that $Qv=b^4v$, and the main theorem supplies the rest. The polynomial witness rests on the product rule, $(Xf)'-Xf'=f$.
